# Finite Coulomb energy at a point nucleus selects the regular radial Dirac solution below the critical charge, with mass and energy terms dropped

Let $a\neq 0$ be the Coulomb coupling, $\kappa$ the angular quantum number and $\gamma>0$ with $\gamma^2=\kappa^2-a^2$. On $r>0$, the solutions of

$$P'=-\frac{\kappa}{r}P+\frac{a}{r}Q,\qquad Q'=\frac{\kappa}{r}Q-\frac{a}{r}P$$

are exactly the pairs

$$(P,Q)=A\,r^{\gamma}(a,\kappa+\gamma)+B\,r^{-\gamma}(a,\kappa-\gamma)$$

with real amplitudes $A$ (regular) and $B$ (singular). Three facts hold for them:

- Two such pairs have the constant boundary form $P_1Q_2-Q_1P_2=-2a\gamma(A_1B_2-B_1A_2)$.
- $(P^2+Q^2)/r$ is integrable on $(0,1)$ if and only if $B=0$.
- $P^2+Q^2$ is integrable on $(0,1)$ if and only if $B=0$ or $\gamma<1/2$.

Here $P$ and $Q$ are the large and small radial functions of the Dirac spinor, each multiplied by $r$. Up to normalisation, $P^2+Q^2$ is therefore the probability density in $r$, and $-a(P^2+Q^2)/r$ is the Coulomb energy density in units of $\hbar c$. For a hydrogen-like ion with a point nucleus, $a=Z\alpha$, where $Z$ is the nuclear charge and $\alpha$ the fine-structure constant. The condition $\gamma>0$ then means $|\kappa|>Z\alpha$: the charge is below the critical value for that $\kappa$.

## Starting values for outward integration

A four-component atomic code that integrates outward from a point nucleus needs values of $P$ and $Q$ at its first grid point. To leading order in $r$, the regular branch supplies them: both components scale as $r^\gamma$, with ratio $Q/P=(\kappa+\gamma)/a$. In the truncated one-electron model treated here, the amplitude of the unwanted branch can be read off at any radius as

$$B=\frac{r^{\gamma}\,\big[(\kappa+\gamma)P-aQ\big]}{2a\gamma}.$$

Normalisability does not always settle the choice of branch. For $|\kappa|=1$ and $\sqrt3/2<a<1$ one has $\gamma<1/2$, and both branches are normalisable at the origin. For whole nuclear charges this range is $119\le Z\le137$, beyond the elements known so far. Finite Coulomb energy still tells them apart.

## From the two powers to the integrability test

**The pairs are solutions.** Differentiating the first component gives $rP'=a\gamma(Ar^\gamma-Br^{-\gamma})$, which is $-\kappa P+aQ$. For the second,

$$\kappa Q-aP=A(\kappa^2+\kappa\gamma-a^2)r^\gamma+B(\kappa^2-\kappa\gamma-a^2)r^{-\gamma}.$$

Substituting $\kappa^2-a^2=\gamma^2$ turns this into $\gamma(\kappa+\gamma)Ar^\gamma-\gamma(\kappa-\gamma)Br^{-\gamma}=rQ'$.

**There are no others.** Take any solution, let $g=\pm\gamma$, and set $u_g=(\kappa-g)P-aQ$. Then

$$ru_g'=(\kappa-g)(-\kappa P+aQ)-a(\kappa Q-aP)=(g\kappa-g^2)P-gaQ=g\,u_g,$$

so $r^{-g}u_g$ is constant. Define $A$ and $B$ by $u_\gamma(1)=-2a\gamma A$ and $u_{-\gamma}(1)=2a\gamma B$. At every $r>0$,

$$u_\gamma=-2a\gamma A\,r^\gamma,\qquad u_{-\gamma}=2a\gamma B\,r^{-\gamma}.$$

The difference $u_{-\gamma}-u_\gamma=2\gamma P$ gives $P$, and $(\kappa-\gamma)u_{-\gamma}-(\kappa+\gamma)u_\gamma=2a\gamma Q$ gives $Q$, both in the stated form.

**Boundary form.** In $P_1Q_2-Q_1P_2$ the terms in $r^{2\gamma}$ and $r^{-2\gamma}$ cancel. Since $r^\gamma r^{-\gamma}=1$, what remains is

$$a\big[A_1B_2(\kappa-\gamma)+B_1A_2(\kappa+\gamma)-A_1B_2(\kappa+\gamma)-B_1A_2(\kappa-\gamma)\big]=-2a\gamma(A_1B_2-B_1A_2).$$

**Singular pairs have a large density.** Applying Cauchy-Schwarz to $(\kappa+\gamma)P-aQ=2a\gamma Br^{-\gamma}$ yields

$$(2a\gamma B)^2r^{-2\gamma}\le\big((\kappa+\gamma)^2+a^2\big)(P^2+Q^2).$$

**Integrability.** Weight the density by $r^s$ with $s+2\gamma>-1$, and recall that $r^t$ is integrable on $(0,1)$ exactly when $t>-1$. If $B\ne0$ and the weighted density is integrable, the bound makes $r^{s-2\gamma}$ integrable, so $s-2\gamma>-1$. For the converse, expand:

$$P^2+Q^2=A^2\big(a^2+(\kappa+\gamma)^2\big)r^{2\gamma}+2AB(a^2+\kappa^2-\gamma^2)+B^2\big(a^2+(\kappa-\gamma)^2\big)r^{-2\gamma}.$$

If $B=0$, only the first term survives, and it is integrable after weighting. If $s-2\gamma>-1$, all three terms are. The weight $s=-1$ would require $-2\gamma>0$, which is impossible, so $B=0$ is the only option. The weight $s=0$ gives $\gamma<1/2$.

**Norm and energy are different tests.** Discarding the singular branch because it is "not normalisable" is wrong when $\gamma<1/2$. As an arithmetical illustration, take $\kappa=-1$ and $a=12/13$, which gives $\gamma=5/13$ (this $a$ corresponds to $Z\approx126.5$, so it is not the coupling of an actual nucleus). The singular density behaves as $r^{-10/13}$, which is integrable, while its Coulomb energy density behaves as $r^{-23/13}$, which is not.

## The equations and their proof in Lean

`largeComp` and `smallComp` are the two components as real functions of $r$, built from real powers. `SolvesDiracCoulomb a κ P Q` says that both differential equations hold at every $r>0$, with `HasDerivAt` supplying differentiability as well as the value of the derivative. `IntegrableOn` with `Ioo 0 1` is Lebesgue integrability on the open unit interval; the endpoint 1 fixes a length unit.

`pair_solves` checks the equations, with `linear_combination` inserting $\gamma^2=\kappa^2-a^2$ where the second component needs it. `invariant` shows that $r^{-g}u_g$ has zero derivative on the connected half-line and is therefore constant. `solution_is_pair` uses it for both signs of $g$ and solves for $P$ and $Q$ as above. `boundary_form` is the cancellation of powers.

`singular_part_le` is the Cauchy-Schwarz bound, obtained from the square of $aP+(\kappa+\gamma)Q$ being nonnegative. `weighted_density_integrable_iff` passes it to `Integrable.mono'` for one direction and expands into three powers for the other. Setting `s` to $-1$ and $0$ gives `coulomb_energy_integrable_iff` and `norm_integrable_iff`. Finally, `finite_energy_iff_regular` combines the energy test with completeness: an arbitrary solution has integrable $(P^2+Q^2)/r$ exactly when it is a multiple of the regular pair, the zero solution included.

```lean
import Mathlib

open MeasureTheory Set

namespace DiracCoulombOrigin

noncomputable section

/-- Large component `P = a (A r^γ + B r^(-γ))` of the pair with regular amplitude `A` and
singular amplitude `B`, for `r > 0`. -/
def largeComp (a γ A B r : ℝ) : ℝ := a * (A * r ^ γ + B * r ^ (-γ))

/-- Small component `Q = A (κ + γ) r^γ + B (κ - γ) r^(-γ)` of the same pair, for `r > 0`. -/
def smallComp (κ γ A B r : ℝ) : ℝ := A * (κ + γ) * r ^ γ + B * (κ - γ) * r ^ (-γ)

/-- The radial Dirac-Coulomb equations on `r > 0` with only the Coulomb term `a/r` and the
centrifugal term `κ/r` kept (mass and energy terms dropped). -/
def SolvesDiracCoulomb (a κ : ℝ) (P Q : ℝ → ℝ) : Prop :=
  ∀ r, 0 < r → HasDerivAt P (-(κ / r) * P r + a / r * Q r) r ∧
    HasDerivAt Q (κ / r * Q r - a / r * P r) r

/-- At `r > 0` the power `r^p` has derivative `(p/r) r^p`. -/
lemma hasDerivAt_power (p : ℝ) {r : ℝ} (hr : 0 < r) :
    HasDerivAt (fun x : ℝ => x ^ p) (p / r * r ^ p) r := by
  refine (Real.hasDerivAt_rpow_const (p := p) (Or.inl hr.ne')).congr_deriv ?_
  rw [Real.rpow_sub_one hr.ne']
  ring

/-- For `r > 0` the regular and singular powers are reciprocal. -/
lemma power_mul_power (γ : ℝ) {r : ℝ} (hr : 0 < r) : r ^ γ * r ^ (-γ) = 1 := by
  rw [← Real.rpow_add hr, add_neg_cancel, Real.rpow_zero]

/-- If `γ² = κ² - a²`, every pair with amplitudes `A`, `B` solves the radial equations. -/
theorem pair_solves {a κ γ : ℝ} (hγ : γ ^ 2 = κ ^ 2 - a ^ 2) (A B : ℝ) :
    SolvesDiracCoulomb a κ (largeComp a γ A B) (smallComp κ γ A B) := by
  intro r hr
  have h1 := hasDerivAt_power γ hr
  have h2 := hasDerivAt_power (-γ) hr
  constructor
  · have h := ((h1.const_mul A).fun_add (h2.const_mul B)).const_mul a
    exact h.congr_deriv (by simp only [largeComp, smallComp]; ring)
  · have h := (h1.const_mul (A * (κ + γ))).fun_add (h2.const_mul (B * (κ - γ)))
    exact h.congr_deriv (by
      simp only [largeComp, smallComp]
      linear_combination (A * r ^ γ + B * r ^ (-γ)) / r * hγ)

/-- If `g² = κ² - a²`, then `r^(-g) ((κ - g) P - a Q)` has the same value at every `r > 0`
along a solution, namely its value at `r = 1`. -/
theorem invariant {a κ g : ℝ} (hg : g ^ 2 = κ ^ 2 - a ^ 2) {P Q : ℝ → ℝ}
    (h : SolvesDiracCoulomb a κ P Q) {r : ℝ} (hr : 0 < r) :
    r ^ (-g) * ((κ - g) * P r - a * Q r) = (κ - g) * P 1 - a * Q 1 := by
  have hd : ∀ x ∈ Ioi (0 : ℝ),
      HasDerivAt (fun x => x ^ (-g) * ((κ - g) * P x - a * Q x)) 0 x := by
    intro x hx
    obtain ⟨hP, hQ⟩ := h x hx
    have h' := (hasDerivAt_power (-g) hx).fun_mul
      ((hP.const_mul (κ - g)).fun_sub (hQ.const_mul a))
    exact h'.congr_deriv (by linear_combination x ^ (-g) * P x / x * hg)
  have hc := isOpen_Ioi.is_const_of_deriv_eq_zero isPreconnected_Ioi
    (fun x hx => (hd x hx).differentiableAt.differentiableWithinAt)
    (fun x hx => (hd x hx).deriv) (mem_Ioi.2 hr) (mem_Ioi.2 (zero_lt_one' ℝ))
  simpa only [Real.one_rpow, one_mul] using hc

/-- For `a ≠ 0`, `γ ≠ 0` and `γ² = κ² - a²`, every solution of the radial equations is a pair
with some amplitudes `A`, `B`. -/
theorem solution_is_pair {a κ γ : ℝ} (ha : a ≠ 0) (h0 : γ ≠ 0)
    (hγ : γ ^ 2 = κ ^ 2 - a ^ 2) {P Q : ℝ → ℝ} (h : SolvesDiracCoulomb a κ P Q) :
    ∃ A B, ∀ r, 0 < r → P r = largeComp a γ A B r ∧ Q r = smallComp κ γ A B r := by
  obtain ⟨A, hA⟩ : ∃ A, (κ - γ) * P 1 - a * Q 1 = -(2 * a * γ) * A :=
    ⟨-((κ - γ) * P 1 - a * Q 1) / (2 * a * γ), by field_simp⟩
  obtain ⟨B, hB⟩ : ∃ B, (κ + γ) * P 1 - a * Q 1 = 2 * a * γ * B :=
    ⟨((κ + γ) * P 1 - a * Q 1) / (2 * a * γ), by field_simp⟩
  refine ⟨A, B, fun r hr => ?_⟩
  have hxy := power_mul_power γ hr
  -- the two invariants, for the exponents `γ` and `-γ`
  have hF := invariant hγ h hr
  have hG := invariant (g := -γ) (by rw [neg_sq, hγ]) h hr
  simp only [neg_neg, sub_neg_eq_add] at hG
  rw [hA] at hF
  rw [hB] at hG
  have hU : (κ - γ) * P r - a * Q r = -(2 * a * γ) * A * r ^ γ := by
    linear_combination r ^ γ * hF - ((κ - γ) * P r - a * Q r) * hxy
  have hV : (κ + γ) * P r - a * Q r = 2 * a * γ * B * r ^ (-γ) := by
    linear_combination r ^ (-γ) * hG - ((κ + γ) * P r - a * Q r) * hxy
  constructor
  · apply mul_left_cancel₀ (mul_ne_zero two_ne_zero h0)
    simp only [largeComp]
    linear_combination hV - hU
  · apply mul_left_cancel₀ (mul_ne_zero (mul_ne_zero two_ne_zero ha) h0)
    simp only [smallComp]
    linear_combination (κ - γ) * hV - (κ + γ) * hU

/-- The boundary form `P₁ Q₂ - Q₁ P₂` of two pairs equals `-2 a γ (A₁ B₂ - B₁ A₂)` at every
`r > 0`. -/
theorem boundary_form (a κ γ A₁ B₁ A₂ B₂ : ℝ) {r : ℝ} (hr : 0 < r) :
    largeComp a γ A₁ B₁ r * smallComp κ γ A₂ B₂ r
      - smallComp κ γ A₁ B₁ r * largeComp a γ A₂ B₂ r
      = -2 * a * γ * (A₁ * B₂ - B₁ * A₂) := by
  simp only [largeComp, smallComp]
  linear_combination (-2 * a * γ * (A₁ * B₂ - B₁ * A₂)) * power_mul_power γ hr

/-- For a pair with components `P`, `Q` and singular amplitude `B`, the square of `2 a γ B r^(-γ)`
is at most `((κ + γ)² + a²) (P² + Q²)`. -/
theorem singular_part_le (a κ γ A B r : ℝ) :
    (2 * a * γ * B) ^ 2 * (r ^ (-γ)) ^ 2 ≤
      ((κ + γ) ^ 2 + a ^ 2) * (largeComp a γ A B r ^ 2 + smallComp κ γ A B r ^ 2) := by
  have h : 2 * a * γ * B * r ^ (-γ)
      = (κ + γ) * largeComp a γ A B r - a * smallComp κ γ A B r := by
    simp only [largeComp, smallComp]
    ring
  rw [← mul_pow, h]
  linarith [sq_nonneg (a * largeComp a γ A B r + (κ + γ) * smallComp κ γ A B r)]

/-- For `a ≠ 0`, `γ > 0` and `2γ + s > -1`, the density weighted by `r^s` is integrable on
`(0,1)` iff the singular amplitude vanishes or `s - 2γ > -1`. -/
theorem weighted_density_integrable_iff {a γ s : ℝ} (ha : a ≠ 0) (h0 : 0 < γ)
    (hs : -1 < 2 * γ + s) (κ A B : ℝ) :
    IntegrableOn (fun r => (largeComp a γ A B r ^ 2 + smallComp κ γ A B r ^ 2) * r ^ s)
      (Ioo 0 1) ↔ B = 0 ∨ -1 < s - 2 * γ := by
  have I : ∀ t : ℝ, IntegrableOn (fun r : ℝ => r ^ t) (Ioo 0 1) ↔ -1 < t :=
    fun t => intervalIntegral.integrableOn_Ioo_rpow_iff one_pos
  have e3 : ∀ r : ℝ, 0 < r → r ^ (s - 2 * γ) = (r ^ (-γ)) ^ 2 * r ^ s := by
    intro r hr
    rw [pow_two, ← Real.rpow_add hr, ← Real.rpow_add hr]
    congr 1
    ring
  constructor
  · intro h
    by_cases hB : B = 0
    · exact Or.inl hB
    right
    -- compare the singular power with the density
    have hc : 0 < (2 * a * γ * B) ^ 2 := by
      have := h0.ne'
      positivity
    rw [← I]
    refine Integrable.mono'
      (Integrable.const_mul h (((κ + γ) ^ 2 + a ^ 2) / (2 * a * γ * B) ^ 2))
      (measurable_id.pow_const _).aestronglyMeasurable
      (ae_restrict_of_forall_mem measurableSet_Ioo fun r hr => ?_)
    have hw := Real.rpow_pos_of_pos hr.1 s
    rw [Real.norm_of_nonneg (Real.rpow_nonneg hr.1.le _), e3 r hr.1,
      div_mul_eq_mul_div, le_div_iff₀ hc]
    linarith [mul_le_mul_of_nonneg_right (singular_part_le a κ γ A B r) hw.le]
  · intro h
    -- expand the density into three pure powers
    have hexp : EqOn
        (fun r => (largeComp a γ A B r ^ 2 + smallComp κ γ A B r ^ 2) * r ^ s)
        (fun r => A ^ 2 * (a ^ 2 + (κ + γ) ^ 2) * r ^ (2 * γ + s)
          + (B * (2 * A * (a ^ 2 + κ ^ 2 - γ ^ 2)) * r ^ s
          + B * (B * (a ^ 2 + (κ - γ) ^ 2)) * r ^ (s - 2 * γ))) (Ioo 0 1) := by
      intro r hr
      have e1 : r ^ (2 * γ + s) = (r ^ γ) ^ 2 * r ^ s := by
        rw [pow_two, ← Real.rpow_add hr.1, ← Real.rpow_add hr.1]
        congr 1
        ring
      simp only [largeComp, smallComp]
      rw [e1, e3 r hr.1]
      linear_combination
        (2 * A * B * (a ^ 2 + κ ^ 2 - γ ^ 2) * r ^ s) * power_mul_power γ hr.1
    have hterm : ∀ c t : ℝ, s - 2 * γ ≤ t →
        IntegrableOn (fun r : ℝ => B * c * r ^ t) (Ioo 0 1) := by
      intro c t ht
      rcases h with hB | h
      · simp [hB]
      · exact Integrable.const_mul ((I t).2 (by linarith)) _
    rw [integrableOn_congr_fun hexp measurableSet_Ioo]
    exact Integrable.add (Integrable.const_mul ((I _).2 hs) _)
      (Integrable.add (hterm _ _ (by linarith)) (hterm _ _ le_rfl))

/-- For `a ≠ 0` and `γ > 0`, `(P² + Q²)/r` is integrable on `(0,1)` iff the singular
amplitude `B` vanishes. -/
theorem coulomb_energy_integrable_iff {a γ : ℝ} (ha : a ≠ 0) (h0 : 0 < γ) (κ A B : ℝ) :
    IntegrableOn (fun r => (largeComp a γ A B r ^ 2 + smallComp κ γ A B r ^ 2) / r)
      (Ioo 0 1) ↔ B = 0 := by
  have h := weighted_density_integrable_iff (s := -1) ha h0 (by linarith) κ A B
  simp only [Real.rpow_neg_one, ← div_eq_mul_inv] at h
  rw [h]
  exact or_iff_left (by linarith)

/-- For `a ≠ 0` and `γ > 0`, the density `P² + Q²` itself is integrable on `(0,1)` iff `B = 0`
or `γ < 1/2`. -/
theorem norm_integrable_iff {a γ : ℝ} (ha : a ≠ 0) (h0 : 0 < γ) (κ A B : ℝ) :
    IntegrableOn (fun r => largeComp a γ A B r ^ 2 + smallComp κ γ A B r ^ 2)
      (Ioo 0 1) ↔ B = 0 ∨ γ < 1 / 2 := by
  have h := weighted_density_integrable_iff (s := 0) ha h0 (by linarith) κ A B
  simp only [Real.rpow_zero, mul_one] at h
  rw [h]
  exact or_congr_right ⟨fun h => by linarith, fun h => by linarith⟩

/-- For `a ≠ 0`, `γ > 0` and `γ² = κ² - a²`, a solution of the radial equations has
`(P² + Q²)/r` integrable on `(0,1)` iff it is a multiple of the regular pair. -/
theorem finite_energy_iff_regular {a κ γ : ℝ} (ha : a ≠ 0) (h0 : 0 < γ)
    (hγ : γ ^ 2 = κ ^ 2 - a ^ 2) {P Q : ℝ → ℝ} (h : SolvesDiracCoulomb a κ P Q) :
    IntegrableOn (fun r => (P r ^ 2 + Q r ^ 2) / r) (Ioo 0 1) ↔
      ∃ A, ∀ r, 0 < r → P r = largeComp a γ A 0 r ∧ Q r = smallComp κ γ A 0 r := by
  have key : ∀ A B, (∀ r, 0 < r → P r = largeComp a γ A B r ∧ Q r = smallComp κ γ A B r) →
      (IntegrableOn (fun r => (P r ^ 2 + Q r ^ 2) / r) (Ioo 0 1) ↔ B = 0) := by
    intro A B hAB
    rw [← coulomb_energy_integrable_iff ha h0 κ A B]
    refine integrableOn_congr_fun (fun r hr => ?_) measurableSet_Ioo
    simp only [(hAB r hr.1).1, (hAB r hr.1).2]
  constructor
  · intro hint
    obtain ⟨A, B, hAB⟩ := solution_is_pair ha h0.ne' hγ h
    have hB := (key A B hAB).1 hint
    subst hB
    exact ⟨A, hAB⟩
  · rintro ⟨A, hA⟩
    exact (key A 0 hA).2 rfl

end

end DiracCoulombOrigin
```

```lean
#print axioms DiracCoulombOrigin.pair_solves
#print axioms DiracCoulombOrigin.boundary_form
#print axioms DiracCoulombOrigin.norm_integrable_iff
#print axioms DiracCoulombOrigin.finite_energy_iff_regular
```

```
'DiracCoulombOrigin.pair_solves' depends on axioms: [propext, Classical.choice, Quot.sound]
'DiracCoulombOrigin.boundary_form' depends on axioms: [propext, Classical.choice, Quot.sound]
'DiracCoulombOrigin.norm_integrable_iff' depends on axioms: [propext, Classical.choice, Quot.sound]
'DiracCoulombOrigin.finite_energy_iff_regular' depends on axioms: [propext, Classical.choice, Quot.sound]
```

## Which nuclei and equations are covered

The theorems settle the truncated system completely for real $\gamma>0$ and $a\ne0$, with $\kappa$ any real number and not only a nonzero integer. The relation $\gamma^2=\kappa^2-a^2$ is needed for the pairs to solve the equations and for completeness. The boundary form and the integrability tests hold for the explicit pairs without it.

The condition $a\neq0$ does real work. Take $a=0$, $\kappa=\gamma=1$, $A=0$ and $B=1$. Then $(a,\kappa-\gamma)=(0,0)$, so the pair vanishes identically and its energy density is integrable although $B\neq0$. Completeness fails too: $P=1/r$, $Q=0$ solves the equations, but every pair has $P=0$.

The model keeps only the terms of order $1/r$. Rest mass, binding energy, screening by other electrons and finite nuclear size are absent, so using the exponent and ratio as starting values for the full radial equation rests on a separate asymptotic argument. The integrals stop at $r=1$ and say nothing about decay at large distance, hence nothing about bound-state energies. At or above the critical charge, where $\gamma$ is zero or imaginary, the integrability criteria do not apply.

The boundary form is the term left at the origin when the Dirac operator is moved from one function to the other by integration by parts. It vanishes for any two pairs with the same ratio $B/A$, so its vanishing does not by itself select $B=0$; the energy condition does.
